# For a Hermitian matrix, one inverse-iteration step from some basis vector leaves a residual at most √n times the distance from the shift to the spectrum

## Choosing a start vector

Inverse iteration refines an approximate eigenvalue $\mu$ of a Hamiltonian matrix $H$ into an approximate eigenvector: choose a unit start vector $b$, solve $(H-\mu)y=b$, and normalise $y$. The outcome depends on $b$. If $b$ has little overlap with the eigenvector whose energy is nearest to $\mu$, one solve may leave a large residual.

Let $H$ be Hermitian of size $n\ge 1$, let the real number $\mu$ lie off its spectrum, and let $d$ be the distance from $\mu$ to the nearest eigenvalue. Then some standard basis vector $e_j$ gives $y=(H-\mu)^{-1}e_j$ with

$$d\;\le\;\frac{1}{\|y\|}\;\le\;\sqrt n\,d .$$

In electronic structure this applies to a finite Hamiltonian matrix in an orthonormal basis, such as a tight-binding or configuration-interaction matrix, with the linear system solved exactly. The effect of rounding in a nearly singular solve needs a separate analysis.

## The residual is 1/‖y‖

For the normalised iterate $u=y/\|y\|$ and a unit start $b$,

$$\|(H-\mu)u\|=\frac{\|b\|}{\|y\|}=\frac1{\|y\|}.$$

This residual is taken with the shift $\mu$, not with the Rayleigh quotient of $u$.

If $b$ is itself an eigenvector with eigenvalue $l$, then $y=b/(l-\mu)$ and the residual is exactly $|l-\mu|$.

## The two bounds

Let $v_i$ be an orthonormal eigenbasis with eigenvalues $\lambda_i$. Since $H-\mu$ is Hermitian, every vector $x$ satisfies

$$\langle v_i,(H-\mu)x\rangle=\langle (H-\mu)v_i,x\rangle=(\lambda_i-\mu)\langle v_i,x\rangle .$$

Summing squared moduli over $i$ gives

$$\|(H-\mu)x\|^2=\sum_i|\lambda_i-\mu|^2|\langle v_i,x\rangle|^2\ge d^2\|x\|^2 .$$

With $x=y$ and $(H-\mu)y=e_j$ this reads $d\|y\|\le 1$, which is the lower bound for every $j$.

For the upper bound, fix $i$ with $|\lambda_i-\mu|=d$. The overlap identity and the Cauchy–Schwarz inequality give

$$|(v_i)_j|=|\langle v_i,e_j\rangle|=d\,|\langle v_i,y\rangle|\le d\|y\| .$$

Because $\sum_j|(v_i)_j|^2=1$, some component has $|(v_i)_j|\ge 1/\sqrt n$. For that $j$, $1\le\sqrt n\,d\|y\|$.

## One dimension, and a bad choice of j

For $n=1$ and $H=(h)$, both bounds are equalities: $1/\|y\|=|h-\mu|=d$.

It is a mistake to read "some $e_j$" as "every $e_j$". Take $H=\mathrm{diag}(0,10)$ and $\mu=1$, so $d=1$. Starting from $e_1$ gives residual $1$, but $e_2$ gives $9>\sqrt2$. The theorem guarantees a good index without identifying it in advance.

## The statement in Lean

In the code `n` is the finite index type, and the size is `Fintype.card n`. States live in `EuclideanSpace ℂ n`, so `‖x‖` is the usual quantum-mechanical norm, and `act` applies a matrix to a state. `shifted H μ` is $H-\mu$, `inverseStep H μ b` is $y$, and `EuclideanSpace.single j 1` is $e_j$. `spectralDistance` is the distance from $\mu$ to the real spectrum.

The final theorem, `exists_good_start`, assumes a nonempty index type, `H.IsHermitian` and `μ ∉ spectrum ℝ H`. The last hypothesis makes the matrix inverse a true inverse; Lean also assigns a value to the inverse of a singular matrix.

```lean
import Mathlib

open Matrix

namespace InverseIterationResidual

noncomputable section

variable {n : Type*} [Fintype n] [DecidableEq n]

/-- The action of a matrix on a state vector with the Euclidean norm. -/
def act (A : Matrix n n ℂ) (x : EuclideanSpace ℂ n) : EuclideanSpace ℂ n :=
  WithLp.toLp 2 (A *ᵥ x.ofLp)

/-- The shifted Hamiltonian `H - μ`. -/
def shifted (H : Matrix n n ℂ) (μ : ℝ) : Matrix n n ℂ := H - (μ : ℂ) • 1

/-- One step of inverse iteration, `y = (H - μ)⁻¹ b`, for `μ` outside the spectrum of `H`. -/
def inverseStep (H : Matrix n n ℂ) (μ : ℝ) (b : EuclideanSpace ℂ n) : EuclideanSpace ℂ n :=
  act (shifted H μ)⁻¹ b

/-- The distance from the shift `μ` to the real spectrum of `H`, for nonempty spectrum. -/
def spectralDistance (H : Matrix n n ℂ) (μ : ℝ) : ℝ := Metric.infDist μ (spectrum ℝ H)

variable {H : Matrix n n ℂ} {μ l : ℝ} {v b : EuclideanSpace ℂ n}

/-- An eigenvector of `H` with eigenvalue `l` is an eigenvector of `H - μ` with
eigenvalue `l - μ`. -/
theorem shifted_eigenvector (hv : act H v = (l : ℂ) • v) :
    act (shifted H μ) v = ((l : ℂ) - μ) • v := by
  have hv' : H *ᵥ v.ofLp = (l : ℂ) • v.ofLp := congrArg WithLp.ofLp hv
  ext i
  simp [act, shifted, Matrix.sub_mulVec, Matrix.smul_mulVec, hv', sub_mul]

/-- For Hermitian `H` and an eigenvector `v` with eigenvalue `l`, the overlap of `v` with
`(H - μ) x` is `l - μ` times its overlap with `x`. -/
theorem inner_shifted (hH : H.IsHermitian) (hv : act H v = (l : ℂ) • v)
    (x : EuclideanSpace ℂ n) :
    inner ℂ v (act (shifted H μ) x) = ((l : ℂ) - μ) * inner ℂ v x := by
  have hS : (shifted H μ)ᴴ = shifted H μ := by
    simp [shifted, Matrix.conjTranspose_sub, Matrix.conjTranspose_smul, hH.eq]
  -- move the Hermitian matrix to the left slot
  have hadj : inner ℂ v (act (shifted H μ) x) = inner ℂ (act (shifted H μ)ᴴ v) x := by
    simp only [act, EuclideanSpace.inner_eq_star_dotProduct]
    rw [Matrix.star_mulVec, Matrix.conjTranspose_conjTranspose, dotProduct_comm,
      Matrix.dotProduct_mulVec, dotProduct_comm]
  rw [hadj, hS, shifted_eigenvector hv, inner_smul_left]
  simp

/-- For Hermitian `H`, the norm of `(H - μ) x` is at least the distance from `μ` to the spectrum
times the norm of `x`. -/
theorem spectralDistance_mul_norm_le (hH : H.IsHermitian) (x : EuclideanSpace ℂ n) :
    spectralDistance H μ * ‖x‖ ≤ ‖act (shifted H μ) x‖ := by
  have hd : 0 ≤ spectralDistance H μ := Metric.infDist_nonneg
  refine (pow_le_pow_iff_left₀ (mul_nonneg hd (norm_nonneg _)) (norm_nonneg _)
    two_ne_zero).mp ?_
  -- expand both norms in the eigenbasis
  rw [mul_pow, ← hH.eigenvectorBasis.sum_sq_norm_inner_right x,
    ← hH.eigenvectorBasis.sum_sq_norm_inner_right (act (shifted H μ) x), Finset.mul_sum]
  refine Finset.sum_le_sum fun i _ => ?_
  have hv : act H (hH.eigenvectorBasis i)
      = (hH.eigenvalues i : ℂ) • hH.eigenvectorBasis i := by
    ext k
    simp [act, hH.mulVec_eigenvectorBasis]
  have hi : spectralDistance H μ ≤ ‖(hH.eigenvalues i : ℂ) - μ‖ := by
    rw [← Complex.ofReal_sub, Complex.norm_real, ← dist_eq_norm, dist_comm]
    apply Metric.infDist_le_dist_of_mem
    rw [hH.spectrum_real_eq_range_eigenvalues]
    exact Set.mem_range_self i
  rw [inner_shifted hH hv, norm_mul, mul_pow]
  exact mul_le_mul_of_nonneg_right (pow_le_pow_left₀ hd hi 2) (sq_nonneg _)

/-- Off the spectrum, `H - μ` is invertible. -/
theorem isUnit_det_shifted (hμ : μ ∉ spectrum ℝ H) : IsUnit (shifted H μ).det := by
  have h := (spectrum.notMem_iff.mp hμ).neg
  have e : -(algebraMap ℝ (Matrix n n ℂ) μ - H) = shifted H μ := by
    rw [Algebra.algebraMap_eq_smul_one, neg_sub]
    ext i j
    simp [shifted]
  rw [e] at h
  exact (Matrix.isUnit_iff_isUnit_det _).mp h

/-- Off the spectrum, the inverse-iteration step solves `(H - μ) y = b`. -/
theorem shifted_inverseStep (hμ : μ ∉ spectrum ℝ H) (b : EuclideanSpace ℂ n) :
    act (shifted H μ) (inverseStep H μ b) = b := by
  simp [act, inverseStep, Matrix.mulVec_mulVec,
    Matrix.mul_nonsing_inv _ (isUnit_det_shifted hμ)]

/-- For `μ` off the spectrum and a unit start vector, the normalised iterate `y / ‖y‖` has
residual norm `1 / ‖y‖`. -/
theorem residual_eq (hμ : μ ∉ spectrum ℝ H) (hb : ‖b‖ = 1) :
    ‖act (shifted H μ) (((‖inverseStep H μ b‖ : ℂ)⁻¹) • inverseStep H μ b)‖
      = 1 / ‖inverseStep H μ b‖ := by
  have hlin (c : ℂ) (x : EuclideanSpace ℂ n) :
      act (shifted H μ) (c • x) = c • act (shifted H μ) x := by
    simp [act, Matrix.mulVec_smul]
  rw [hlin, shifted_inverseStep hμ, norm_smul, hb]
  simp

/-- If the start vector is a unit eigenvector with eigenvalue `l` and `μ` is off the spectrum,
then `1 / ‖y‖` is exactly `|l - μ|`. -/
theorem eigenvector_start (hμ : μ ∉ spectrum ℝ H) (hb : ‖b‖ = 1)
    (hv : act H b = (l : ℂ) • b) : 1 / ‖inverseStep H μ b‖ = |l - μ| := by
  have h : b = ((l : ℂ) - μ) • inverseStep H μ b := by
    have h1 : act (shifted H μ)⁻¹ (act (shifted H μ) b) = b := by
      simp [act, Matrix.mulVec_mulVec, Matrix.nonsing_inv_mul _ (isUnit_det_shifted hμ)]
    rw [shifted_eigenvector hv] at h1
    exact h1.symm.trans (by simp [act, inverseStep, Matrix.mulVec_smul])
  have hn := congrArg norm h
  rw [hb, norm_smul, ← Complex.ofReal_sub, Complex.norm_real, Real.norm_eq_abs] at hn
  have hy : ‖inverseStep H μ b‖ ≠ 0 := by
    intro h0
    simp [h0] at hn
  rw [div_eq_iff hy]
  exact hn

omit [DecidableEq n] in
/-- Some component of a unit vector in `n` dimensions has modulus at least `1 / √n`. -/
theorem exists_large_component [Nonempty n] (hv : ‖v‖ = 1) :
    ∃ j, 1 ≤ √(Fintype.card n : ℝ) * ‖v j‖ := by
  by_contra! h
  have hs : ∑ j, (Fintype.card n : ℝ) * ‖v j‖ ^ 2 < ∑ _j : n, (1 : ℝ) := by
    refine Finset.sum_lt_sum_of_nonempty Finset.univ_nonempty fun j _ => ?_
    have h0 : 0 ≤ √(Fintype.card n : ℝ) * ‖v j‖ := by positivity
    have h2 : (√(Fintype.card n : ℝ) * ‖v j‖) ^ 2 < 1 := by nlinarith [h j]
    rwa [mul_pow, Real.sq_sqrt (Nat.cast_nonneg _)] at h2
  rw [← Finset.mul_sum, ← EuclideanSpace.norm_sq_eq, hv] at hs
  simp at hs

/-- For Hermitian `H` of size `n ≥ 1` and real `μ` off the spectrum, some basis vector `e_j`
gives `y = (H - μ)⁻¹ e_j` with `d ≤ 1 / ‖y‖ ≤ √n d`, where `d` is the distance from `μ` to
the spectrum. -/
theorem exists_good_start [Nonempty n] (hH : H.IsHermitian) (hμ : μ ∉ spectrum ℝ H) :
    ∃ j : n, spectralDistance H μ ≤ 1 / ‖inverseStep H μ (EuclideanSpace.single j 1)‖ ∧
      1 / ‖inverseStep H μ (EuclideanSpace.single j 1)‖
        ≤ √(Fintype.card n : ℝ) * spectralDistance H μ := by
  -- the eigenvalue nearest to the shift
  obtain ⟨i, hi⟩ : ∃ i, spectralDistance H μ = dist μ (hH.eigenvalues i) := by
    obtain ⟨_, ⟨i, rfl⟩, h⟩ := (Set.finite_range hH.eigenvalues).isCompact.exists_infDist_eq_dist
      (Set.range_nonempty _) μ
    exact ⟨i, by rw [spectralDistance, hH.spectrum_real_eq_range_eigenvalues, h]⟩
  have hv : act H (hH.eigenvectorBasis i)
      = (hH.eigenvalues i : ℂ) • hH.eigenvectorBasis i := by
    ext k
    simp [act, hH.mulVec_eigenvectorBasis]
  have hv1 : ‖hH.eigenvectorBasis i‖ = 1 := hH.eigenvectorBasis.orthonormal.1 i
  obtain ⟨j, hj⟩ := exists_large_component hv1
  have hsolve := shifted_inverseStep hμ (EuclideanSpace.single j (1 : ℂ))
  have hlow := spectralDistance_mul_norm_le (μ := μ) hH
    (inverseStep H μ (EuclideanSpace.single j 1))
  have hin := inner_shifted (μ := μ) hH hv (inverseStep H μ (EuclideanSpace.single j 1))
  rw [hsolve] at hlow hin
  -- the overlap with the nearest eigenvector bounds the iterate from below
  have hover : ‖hH.eigenvectorBasis i j‖
      ≤ spectralDistance H μ * ‖inverseStep H μ (EuclideanSpace.single j 1)‖ := by
    have hc := congrArg norm hin
    rw [EuclideanSpace.inner_single_right, one_mul, RCLike.norm_conj, norm_mul,
      ← Complex.ofReal_sub, Complex.norm_real, ← dist_eq_norm, dist_comm, ← hi] at hc
    rw [hc]
    have hcs := norm_inner_le_norm (𝕜 := ℂ) (hH.eigenvectorBasis i)
      (inverseStep H μ (EuclideanSpace.single j 1))
    rw [hv1, one_mul] at hcs
    exact mul_le_mul_of_nonneg_left hcs Metric.infDist_nonneg
  have hone : 1 ≤ √(Fintype.card n : ℝ) * spectralDistance H μ
      * ‖inverseStep H μ (EuclideanSpace.single j 1)‖ := by
    rw [mul_assoc]
    exact hj.trans (mul_le_mul_of_nonneg_left hover (Real.sqrt_nonneg _))
  have hpos : 0 < ‖inverseStep H μ (EuclideanSpace.single j 1)‖ := by
    refine lt_of_le_of_ne (norm_nonneg _) fun h0 => ?_
    rw [← h0, mul_zero] at hone
    linarith
  refine ⟨j, ?_, ?_⟩
  · rw [le_div_iff₀ hpos]
    simpa using hlow
  · rw [div_le_iff₀ hpos]
    exact hone

end

end InverseIterationResidual
```

```lean
#print axioms InverseIterationResidual.shifted_inverseStep
-- 'InverseIterationResidual.shifted_inverseStep' depends on axioms: [propext, Classical.choice, Quot.sound]
#print axioms InverseIterationResidual.residual_eq
-- 'InverseIterationResidual.residual_eq' depends on axioms: [propext, Classical.choice, Quot.sound]
#print axioms InverseIterationResidual.eigenvector_start
-- 'InverseIterationResidual.eigenvector_start' depends on axioms: [propext, Classical.choice, Quot.sound]
#print axioms InverseIterationResidual.exists_good_start
-- 'InverseIterationResidual.exists_good_start' depends on axioms: [propext, Classical.choice, Quot.sound]
```

## From the lemmas to the theorem

`shifted_eigenvector` and `inner_shifted` give the overlap identity; the latter moves the Hermitian matrix to the left slot of the inner product. `spectralDistance_mul_norm_le` expands both squared norms in the eigenbasis and compares them term by term.

`isUnit_det_shifted` turns the hypothesis on $\mu$ into invertibility, and `shifted_inverseStep` then yields $(H-\mu)y=b$. The residual formula, `residual_eq`, follows from this equation. For the eigenvector case, `eigenvector_start` applies the inverse matrix to the identity in `shifted_eigenvector` and takes norms.

`exists_large_component` argues by contradiction: if every $\sqrt n\,|v_j|$ were below $1$, then $\sum_j n|v_j|^2$ would be below $n$, although it equals $n$ for a unit vector.

In `exists_good_start`, finiteness of the spectrum supplies the nearest eigenvalue, and the large component of its eigenvector supplies `j`. The step `hover` is the Cauchy–Schwarz estimate, and `hone` combines it with the component bound. This also forces $\|y\|>0$ (`hpos`), so both inequalities can be divided by $\|y\|$.
